# For two-coloured grid equations, the red-black Gauss-Seidel spectral radius is the square of the Jacobi one

I have to set the number of relaxation sweeps for the coarsest grid of a multigrid Poisson solver, which gives me the Hartree potential. I had a count that worked for Jacobi, and I was told to halve it on switching to red-black Gauss-Seidel. But both sweeps update every point once and cost the same arithmetic. All that changes is that the black points see fresh red values. How can that be worth a full extra sweep, and is the factor exactly two or just a rule of thumb?

## Jacobi runs two interleaved iterations, red-black runs one

The factor is exact after the first sweep, provided that points of one colour couple only to points of the other. Scale the equations to unit diagonal and write them as $x = By + f$ on red points and $y = Cx + g$ on black points. Jacobi computes new red values from old black ones and new black values from old red ones. These are two separate chains of updates, interleaved in time. Red-black Gauss-Seidel follows a single chain and advances it by two links per sweep.

Let $s$ be the solution, $w$ the current iterate and $w-s=(e_r,e_b)$ its error on red and black points. Subtracting the equations for $s$ removes $f$ and $g$:

- Jacobi: $(e_r,e_b)\mapsto(Be_b,\;Ce_r)$, with matrix $J=\begin{pmatrix}0&B\\C&0\end{pmatrix}$.
- Red-black: $(e_r,e_b)\mapsto(Be_b,\;CBe_b)$, with matrix $G=\begin{pmatrix}0&B\\0&CB\end{pmatrix}$.

Since $J^2$ is block diagonal with blocks $BC$ and $CB$,
$$J^2G=\begin{pmatrix}0&BCB\\0&CBCB\end{pmatrix}=G^2 .$$
If $G^{k+1}=J^{2k}G$, then $G^{k+2}=J^{2k}G^2=J^{2(k+1)}G$, so the formula holds for every $k\ge 0$. After one red-black sweep, each further one acts on the error as two Jacobi sweeps would.

The eigenvalues show the same factor. For $J$, the eigenvector equations are $By=mx$ and $Cx=my$. For $G$ with eigenvalue $m^2$, they are $By=m^2x$ and $CBy=m^2y$. Take $m\neq0$.

- If $(x,y)$ is an eigenvector of $J$, use $(x,my)$ for $G$: $B(my)=m^2x$, and $CB(my)=m^2Cx=m^2(my)$. This vector vanishes only if $x=y=0$.
- If $(x,y)$ is an eigenvector of $G$, use $(By,my)$ for $J$: $B(my)=m(By)$, and $C(By)=m^2y=m(my)$. If this vector vanished, then $y=0$, so $m^2x=By=0$ and $x=0$, which is excluded.

Every complex number is a square, so each nonzero eigenvalue of $G$ arises in this way. Zero eigenvalues do not affect the largest modulus, hence $\rho(G)=\rho(J)^2$. When $0<\rho(J)<1$, the asymptotic error reduction factor per sweep is squared, so a large sweep count can be roughly halved. For a small count the first sweep matters. With one point of each colour, $B=C=1/2$ and error $(0,1)$, two Jacobi sweeps leave $(0,1/4)$, but one red-black sweep leaves $(1/2,1/4)$.

The condition $m\neq0$ matters. With one red and one black point and $B=C=1$, $G$ sends $(1,0)$ to zero, so $0=0^2$ is an eigenvalue of $G$. But $J$ swaps the two components and has eigenvalues $\pm1$. At $m=0$ the step from $G$ to $J$ therefore fails.

## What the Lean statements say about the grid

The finite types `p` and `q` label the red and black points, and a grid function is a map `p ⊕ q → ℂ`, with `Sum.inl` for red and `Sum.inr` for black. `jacobiSweep` and `gaussSeidelSweep` are the update rules themselves, with red first. The two error theorems derive the matrices from these rules; their hypothesis `hs` says that `s` is unchanged by the sweep, which is how the discrete solution enters. That such an `s` exists is assumed there, while the statements about the matrices alone do not need it.

`IsEigenvalue M μ` asks for a nonzero `w` with `M *ᵥ w = μ • w`. The main equivalence is `gaussSeidel_sq_iff_jacobi`, with `hm : m ≠ 0`. `spectralRadius` is Mathlib's supremum of the moduli over the spectrum.

The zero diagonal blocks are the real restriction. The seven-point Laplacian fits a red-black colouring with Dirichlet boundaries, but higher-order stencils that reach second neighbours along an axis couple equal colours. There is no damping factor, and the error dies out from every starting guess only if $\rho(J)<1$. In a fully periodic cell, with an even number of points along each axis so that the colouring closes, a constant error survives every sweep. Then $\rho(J)=\rho(G)=1$, and the spectral radius gives no rate for the rest of the error. The spectral radius also measures relaxation used as a solver, as on your coarsest grid; how well a sweep smooths rough errors on the finer grids is a different question.

```lean
import Mathlib

open Matrix

namespace RedBlackRelaxation

noncomputable section

variable {p q : Type*} [Fintype p] [Fintype q]

/-- One Jacobi sweep for the equations `x = B y + f` on red points and `y = C x + g` on
black points: both colours are updated from the old values. -/
def jacobiSweep (B : Matrix p q ℂ) (C : Matrix q p ℂ) (f : p → ℂ) (g : q → ℂ)
    (w : p ⊕ q → ℂ) : p ⊕ q → ℂ :=
  Sum.elim (B *ᵥ (w ∘ Sum.inr) + f) (C *ᵥ (w ∘ Sum.inl) + g)

/-- One red-black Gauss-Seidel sweep for the same equations: the red points are updated
first, and the black points then use the new red values. -/
def gaussSeidelSweep (B : Matrix p q ℂ) (C : Matrix q p ℂ) (f : p → ℂ) (g : q → ℂ)
    (w : p ⊕ q → ℂ) : p ⊕ q → ℂ :=
  Sum.elim (B *ᵥ (w ∘ Sum.inr) + f) (C *ᵥ (B *ᵥ (w ∘ Sum.inr) + f) + g)

/-- The Jacobi matrix `[[0, B], [C, 0]]`. -/
def jacobi (B : Matrix p q ℂ) (C : Matrix q p ℂ) : Matrix (p ⊕ q) (p ⊕ q) ℂ :=
  fromBlocks 0 B C 0

/-- The red-black Gauss-Seidel matrix `[[0, B], [0, C B]]`. -/
def gaussSeidel (B : Matrix p q ℂ) (C : Matrix q p ℂ) : Matrix (p ⊕ q) (p ⊕ q) ℂ :=
  fromBlocks 0 B 0 (C * B)

/-- The number `μ` is an eigenvalue of `M`: some nonzero vector is multiplied by `μ`. -/
def IsEigenvalue {n : Type*} [Fintype n] (M : Matrix n n ℂ) (μ : ℂ) : Prop :=
  ∃ w : n → ℂ, w ≠ 0 ∧ M *ᵥ w = μ • w

/-- If `s` solves the equations, a Jacobi sweep multiplies the error `w - s` by the
Jacobi matrix. -/
theorem jacobi_error (B : Matrix p q ℂ) (C : Matrix q p ℂ) (f : p → ℂ) (g : q → ℂ)
    (w s : p ⊕ q → ℂ) (hs : jacobiSweep B C f g s = s) :
    jacobiSweep B C f g w - s = jacobi B C *ᵥ (w - s) := by
  have key : jacobiSweep B C f g w - jacobiSweep B C f g s = jacobi B C *ᵥ (w - s) := by
    have hl : (w - s) ∘ Sum.inl = w ∘ Sum.inl - s ∘ Sum.inl := rfl
    have hr : (w - s) ∘ Sum.inr = w ∘ Sum.inr - s ∘ Sum.inr := rfl
    rw [jacobi, fromBlocks_mulVec, hl, hr]
    ext (i | i) <;>
      simp only [jacobiSweep, Sum.elim_inl, Sum.elim_inr, Pi.sub_apply, Pi.add_apply,
        Matrix.mulVec_sub, Matrix.zero_mulVec, Pi.zero_apply] <;> ring
  rwa [hs] at key

/-- If `s` is left unchanged by the red-black sweep, that sweep multiplies the error
`w - s` by the Gauss-Seidel matrix. -/
theorem gaussSeidel_error (B : Matrix p q ℂ) (C : Matrix q p ℂ) (f : p → ℂ) (g : q → ℂ)
    (w s : p ⊕ q → ℂ) (hs : gaussSeidelSweep B C f g s = s) :
    gaussSeidelSweep B C f g w - s = gaussSeidel B C *ᵥ (w - s) := by
  have key : gaussSeidelSweep B C f g w - gaussSeidelSweep B C f g s
      = gaussSeidel B C *ᵥ (w - s) := by
    have hl : (w - s) ∘ Sum.inl = w ∘ Sum.inl - s ∘ Sum.inl := rfl
    have hr : (w - s) ∘ Sum.inr = w ∘ Sum.inr - s ∘ Sum.inr := rfl
    rw [gaussSeidel, fromBlocks_mulVec, hl, hr]
    ext (i | i) <;>
      simp only [gaussSeidelSweep, Sum.elim_inl, Sum.elim_inr, Pi.sub_apply, Pi.add_apply,
        Matrix.mulVec_sub, Matrix.mulVec_add, Matrix.mulVec_mulVec, Matrix.zero_mulVec,
        Pi.zero_apply] <;> ring
  rwa [hs] at key

/-- On errors, `k + 1` red-black sweeps equal one red-black sweep followed by `2 k`
Jacobi sweeps. -/
theorem gaussSeidel_pow [DecidableEq p] [DecidableEq q]
    (B : Matrix p q ℂ) (C : Matrix q p ℂ) (k : ℕ) :
    gaussSeidel B C ^ (k + 1) = jacobi B C ^ (2 * k) * gaussSeidel B C := by
  have base : gaussSeidel B C * gaussSeidel B C = jacobi B C ^ 2 * gaussSeidel B C := by
    simp [jacobi, gaussSeidel, pow_two, fromBlocks_multiply, Matrix.mul_assoc]
  induction k with
  | zero => simp
  | succ k ih =>
    have e : 2 * (k + 1) = 2 * k + 2 := by ring
    rw [pow_succ, ih, mul_assoc, base, ← mul_assoc, ← pow_add, e]

/-- The Jacobi eigenvector equation, written out on red and black points. -/
theorem jacobi_eigen_iff (B : Matrix p q ℂ) (C : Matrix q p ℂ) (x : p → ℂ) (y : q → ℂ)
    (m : ℂ) : jacobi B C *ᵥ Sum.elim x y = m • Sum.elim x y ↔
      B *ᵥ y = m • x ∧ C *ᵥ x = m • y := by
  rw [jacobi, fromBlocks_mulVec]
  constructor
  · intro h
    exact ⟨by ext i; simpa using congrFun h (Sum.inl i),
      by ext i; simpa using congrFun h (Sum.inr i)⟩
  · rintro ⟨h1, h2⟩
    ext (i | i)
    · simpa using congrFun h1 i
    · simpa using congrFun h2 i

/-- The Gauss-Seidel eigenvector equation, written out on red and black points. -/
theorem gaussSeidel_eigen_iff (B : Matrix p q ℂ) (C : Matrix q p ℂ) (x : p → ℂ)
    (y : q → ℂ) (μ : ℂ) : gaussSeidel B C *ᵥ Sum.elim x y = μ • Sum.elim x y ↔
      B *ᵥ y = μ • x ∧ (C * B) *ᵥ y = μ • y := by
  rw [gaussSeidel, fromBlocks_mulVec]
  constructor
  · intro h
    exact ⟨by ext i; simpa using congrFun h (Sum.inl i),
      by ext i; simpa using congrFun h (Sum.inr i)⟩
  · rintro ⟨h1, h2⟩
    ext (i | i)
    · simpa using congrFun h1 i
    · simpa using congrFun h2 i

/-- For nonzero `m`, the square `m ^ 2` is an eigenvalue of the red-black Gauss-Seidel
matrix if and only if `m` is an eigenvalue of the Jacobi matrix. -/
theorem gaussSeidel_sq_iff_jacobi (B : Matrix p q ℂ) (C : Matrix q p ℂ) {m : ℂ}
    (hm : m ≠ 0) : IsEigenvalue (gaussSeidel B C) (m ^ 2) ↔ IsEigenvalue (jacobi B C) m := by
  constructor
  · rintro ⟨w, hne, hw⟩
    obtain ⟨x, y, rfl⟩ : ∃ x y, w = Sum.elim x y :=
      ⟨w ∘ Sum.inl, w ∘ Sum.inr, (Sum.elim_comp_inl_inr w).symm⟩
    obtain ⟨h1, h2⟩ := (gaussSeidel_eigen_iff B C x y _).1 hw
    -- the Jacobi eigenvector is (B y, m y)
    refine ⟨Sum.elim (B *ᵥ y) (m • y), fun h0 => hne ?_, ?_⟩
    · have hy : y = 0 := by
        ext i
        simpa [hm] using congrFun h0 (Sum.inr i)
      have hx : x = 0 := by
        ext i
        simpa [hy, hm] using congrFun h1 i
      ext (i | i) <;> simp [hx, hy]
    · rw [jacobi_eigen_iff]
      refine ⟨Matrix.mulVec_smul B m y, ?_⟩
      rw [Matrix.mulVec_mulVec, h2, smul_smul, pow_two]
  · rintro ⟨w, hne, hw⟩
    obtain ⟨x, y, rfl⟩ : ∃ x y, w = Sum.elim x y :=
      ⟨w ∘ Sum.inl, w ∘ Sum.inr, (Sum.elim_comp_inl_inr w).symm⟩
    obtain ⟨h1, h2⟩ := (jacobi_eigen_iff B C x y _).1 hw
    -- the Gauss-Seidel eigenvector is (x, m y)
    refine ⟨Sum.elim x (m • y), fun h0 => hne ?_, ?_⟩
    · have hx : x = 0 := by
        ext i
        simpa using congrFun h0 (Sum.inl i)
      have hy : y = 0 := by
        ext i
        simpa [hm] using congrFun h0 (Sum.inr i)
      ext (i | i) <;> simp [hx, hy]
    · rw [gaussSeidel_eigen_iff]
      constructor
      · rw [Matrix.mulVec_smul, h1, smul_smul, pow_two]
      · rw [← Matrix.mulVec_mulVec, Matrix.mulVec_smul, h1, Matrix.mulVec_smul,
          Matrix.mulVec_smul, h2]
        module

/-- The spectrum of a complex square matrix is its set of eigenvalues. -/
theorem mem_spectrum_iff {n : Type*} [Fintype n] [DecidableEq n] (M : Matrix n n ℂ)
    (μ : ℂ) : μ ∈ spectrum ℂ M ↔ IsEigenvalue M μ := by
  unfold IsEigenvalue
  rw [spectrum.mem_iff, Matrix.isUnit_iff_isUnit_det, isUnit_iff_ne_zero, ne_eq, not_not,
    ← Matrix.exists_mulVec_eq_zero_iff]
  refine exists_congr fun w => and_congr_right fun _ => ?_
  rw [Algebra.algebraMap_eq_smul_one, Matrix.sub_mulVec, Matrix.smul_mulVec,
    Matrix.one_mulVec, sub_eq_zero]
  exact eq_comm

/-- The spectral radius of the red-black Gauss-Seidel matrix is the square of the
spectral radius of the Jacobi matrix. -/
theorem spectralRadius_gaussSeidel [DecidableEq p] [DecidableEq q]
    (B : Matrix p q ℂ) (C : Matrix q p ℂ) :
    spectralRadius ℂ (gaussSeidel B C) = spectralRadius ℂ (jacobi B C) ^ 2 := by
  have bound : ∀ (M : Matrix (p ⊕ q) (p ⊕ q) ℂ) (z : ℂ), z ∈ spectrum ℂ M →
      (‖z‖₊ : ENNReal) ≤ spectralRadius ℂ M := fun M z hz =>
    le_iSup₂ (f := fun (k : ℂ) (_ : k ∈ spectrum ℂ M) => (‖k‖₊ : ENNReal)) z hz
  have sq (m : ℂ) : ((‖m ^ 2‖₊ : NNReal) : ENNReal) = (‖m‖₊ : ENNReal) ^ 2 := by
    rw [nnnorm_pow, ENNReal.coe_pow]
  apply le_antisymm
  · refine iSup₂_le fun z hz => ?_
    -- every eigenvalue of the Gauss-Seidel matrix is a square
    obtain ⟨m, rfl⟩ : ∃ m : ℂ, m ^ 2 = z := IsAlgClosed.exists_pow_nat_eq z two_pos
    by_cases hm : m = 0
    · simp [hm]
    · have h := (mem_spectrum_iff _ _).2
        ((gaussSeidel_sq_iff_jacobi B C hm).1 ((mem_spectrum_iff _ _).1 hz))
      exact (sq m).trans_le (pow_le_pow_left' (bound _ m h) 2)
  · have h : spectralRadius ℂ (jacobi B C)
        ≤ spectralRadius ℂ (gaussSeidel B C) ^ (1 / 2 : ℝ) := by
      refine iSup₂_le fun m hz => ?_
      by_cases hm : m = 0
      · simp [hm]
      · have h1 := bound _ _ ((mem_spectrum_iff _ _).2
          ((gaussSeidel_sq_iff_jacobi B C hm).2 ((mem_spectrum_iff _ _).1 hz)))
        rw [sq] at h1
        calc (‖m‖₊ : ENNReal) = ((‖m‖₊ : ENNReal) ^ 2) ^ (1 / 2 : ℝ) := by
              rw [← ENNReal.rpow_natCast, ← ENNReal.rpow_mul]
              norm_num
          _ ≤ _ := ENNReal.rpow_le_rpow h1 (by norm_num)
    calc spectralRadius ℂ (jacobi B C) ^ 2
        ≤ (spectralRadius ℂ (gaussSeidel B C) ^ (1 / 2 : ℝ)) ^ 2 := pow_le_pow_left' h 2
      _ = spectralRadius ℂ (gaussSeidel B C) := by
          rw [← ENNReal.rpow_natCast, ← ENNReal.rpow_mul]
          norm_num

/-- For one red and one black point with `B = C = 1`, zero is an eigenvalue of the
Gauss-Seidel matrix but not of the Jacobi matrix. -/
theorem zero_excluded :
    IsEigenvalue (gaussSeidel (1 : Matrix (Fin 1) (Fin 1) ℂ) 1) (0 ^ 2) ∧
      ¬ IsEigenvalue (jacobi (1 : Matrix (Fin 1) (Fin 1) ℂ) 1) 0 := by
  constructor
  · refine ⟨Sum.elim (fun _ => 1) 0, fun h => ?_, ?_⟩
    · simpa using congrFun h (Sum.inl 0)
    · rw [gaussSeidel_eigen_iff]
      simp
  · rintro ⟨w, hne, hw⟩
    obtain ⟨x, y, rfl⟩ : ∃ x y, w = Sum.elim x y :=
      ⟨w ∘ Sum.inl, w ∘ Sum.inr, (Sum.elim_comp_inl_inr w).symm⟩
    obtain ⟨h1, h2⟩ := (jacobi_eigen_iff _ _ x y _).1 hw
    rw [Matrix.one_mulVec, zero_smul] at h1 h2
    apply hne
    ext (i | i) <;> simp [h1, h2]

end

end RedBlackRelaxation
```

```lean
#print axioms RedBlackRelaxation.gaussSeidel_error
#print axioms RedBlackRelaxation.gaussSeidel_pow
#print axioms RedBlackRelaxation.spectralRadius_gaussSeidel
#print axioms RedBlackRelaxation.zero_excluded
```

```
'RedBlackRelaxation.gaussSeidel_error' depends on axioms: [propext, Classical.choice, Quot.sound]
'RedBlackRelaxation.gaussSeidel_pow' depends on axioms: [propext, Classical.choice, Quot.sound]
'RedBlackRelaxation.spectralRadius_gaussSeidel' depends on axioms: [propext, Classical.choice, Quot.sound]
'RedBlackRelaxation.zero_excluded' depends on axioms: [propext, Classical.choice, Quot.sound]
```

## From block equations to spectral radii

`jacobi_error` and `gaussSeidel_error` subtract the sweep at `s` from the sweep at `w`, compare the two colours separately, and then use `hs`. In `gaussSeidel_pow`, `base` is the block product $G^2=J^2G$, and the induction is the one above.

The device that carries the eigenvalue proof is the splitting of a vector over `p ⊕ q`. `Sum.elim x y` glues a red and a black part together, and `Sum.elim_comp_inl_inr` says that gluing the two restrictions of `w` gives back `w`. The pattern `obtain ⟨x, y, rfl⟩` then replaces `w` by `Sum.elim x y` everywhere. After that, `jacobi_eigen_iff` and `gaussSeidel_eigen_iff` turn each matrix equation into its two colour equations. The `refine` lines just below the two comments supply $(By,my)$ and $(x,my)$, and the remaining goals are the checks made above.

`mem_spectrum_iff` identifies the spectrum with the eigenvalues through the determinant. `spectralRadius_gaussSeidel` proves two inequalities. For $\rho(G)\le\rho(J)^2$, `IsAlgClosed.exists_pow_nat_eq` supplies a square root of each eigenvalue of $G$. For the converse, each eigenvalue of $J$ is bounded by $\rho(G)^{1/2}$, and the bound is then squared. `zero_excluded` is the two-point example with $B=C=1$.
